# Finitely many surface-response samples of finite accuracy cannot exclude a ghost level in a matrix model

## Hamiltonian, surface vector and response

Let $H$ be a real $n\times n$ matrix, the radial Hamiltonian inside a sphere in a finite orthonormal basis, and let $v\in\mathbb R^n$ hold the values of the basis functions at the surface. Energies are in atomic units. In Lean the basis is indexed by a finite type `n`, which may be empty.

```lean
import Mathlib

open Matrix Filter Topology

namespace GhostTransferability

noncomputable section

variable {n : Type*} [Fintype n] [DecidableEq n]
```

A level of $H$ is an energy $\varepsilon$ with $\det(H-\varepsilon)=0$. The matrix $H-\varepsilon$ gets its own name.

```lean
/-- The Hamiltonian measured from the energy `ε`, that is `H - ε`. -/
def shifted (H : Matrix n n ℝ) (ε : ℝ) : Matrix n n ℝ := H - ε • (1 : Matrix n n ℝ)
```

The surface response is
$$R(\varepsilon)=v\cdot(H-\varepsilon)^{-1}v .$$
Lean's matrix inverse also has a value for singular matrices, so the theorems below state separately that the relevant determinants are nonzero.

```lean
/-- The surface response `v · (H - ε)⁻¹ v`, for energies `ε` that are not levels of `H`. -/
def surfaceResponse (H : Matrix n n ℝ) (v : n → ℝ) (ε : ℝ) : ℝ :=
  v ⬝ᵥ ((shifted H ε)⁻¹ *ᵥ v)
```

Let $H$ include the Bloch term, the surface term that makes the kinetic energy symmetric on the sphere. Let $u$ be $r$ times the radial part of the wave function, with slope $u'$ at the surface; the basis functions are those in which $u$ is expanded, orthonormal under $\int dr$. In the finite-basis approximation, $u$ then has expansion coefficients $\tfrac12(H-\varepsilon)^{-1}v\,u'$. Its surface value is $u=\tfrac12R(\varepsilon)\,u'$, so the logarithmic derivative is
$$D(\varepsilon)=\frac{u'}{u}=\frac{2}{R(\varepsilon)},\qquad R(\varepsilon)\neq0 .$$
This link to the radial equation motivates the definition; the code starts from the formula $2/R$.

```lean
/-- The finite-basis approximation to the radial logarithmic derivative at the surface in atomic
units, where `H` includes the Bloch surface term and `v` holds the surface values of an orthonormal
basis. Its domain is the energies that are not levels of `H` and at which the surface response is
nonzero. -/
def logDerivative (H : Matrix n n ℝ) (v : n → ℝ) (ε : ℝ) : ℝ :=
  2 / surfaceResponse H v ε
```

## One extra state

A ghost is a spurious level of a pseudopotential. It is modelled here by one additional state at energy $E_0$, decoupled from the rest:
$$\tilde H=\begin{pmatrix}H&0\\0&E_0\end{pmatrix}.$$
The enlarged index type is `n ⊕ Unit`.

```lean
/-- The Hamiltonian `diag(H, E0)`, with one extra decoupled state at energy `E0`. -/
def ghostH (H : Matrix n n ℝ) (E0 : ℝ) : Matrix (n ⊕ Unit) (n ⊕ Unit) ℝ :=
  fromBlocks H 0 0 (E0 • (1 : Matrix Unit Unit ℝ))
```

The extra state has surface amplitude $s$, so the surface vector becomes $\tilde v=(v,s)$.

```lean
/-- The surface vector `(v, s)`, in which the extra state has surface amplitude `s`. -/
def ghostV (v : n → ℝ) (s : ℝ) : n ⊕ Unit → ℝ := Sum.elim v (fun _ => s)
```

The state itself is $g=(0,1)$.

```lean
/-- The extra basis state itself. -/
def ghostState : n ⊕ Unit → ℝ := Sum.elim (fun _ => 0) (fun _ => 1)
```

The pair $(\tilde H,\tilde v)$ is postulated and not derived from a particular pseudopotential. With the Bloch term included, $E_0$ is a level of the sphere for zero slope at the surface; a bound level of the whole atom also depends on the matching to the solution outside. The overlap matrix is the identity, whereas an ultrasoft scheme has a generalised one.

## Levels of the enlarged Hamiltonian

Subtracting $\varepsilon$ from the diagonal keeps the block form:
$$\tilde H-\varepsilon=\begin{pmatrix}H-\varepsilon&0\\0&E_0-\varepsilon\end{pmatrix}.$$
The proof compares entries block by block.

```lean
omit [Fintype n] in
/-- Measured from `ε`, the enlarged Hamiltonian is block diagonal with blocks `H - ε` and
`E0 - ε`. -/
theorem shifted_ghostH (H : Matrix n n ℝ) (E0 ε : ℝ) :
    shifted (ghostH H E0) ε =
      fromBlocks (shifted H ε) 0 0 ((E0 - ε) • (1 : Matrix Unit Unit ℝ)) := by
  ext i j
  rcases i with i | i <;> rcases j with j | j <;>
    simp [shifted, ghostH, Matrix.one_apply]
```

The determinant of a block-diagonal matrix is the product of the determinants of its blocks:
$$\det(\tilde H-\varepsilon)=\det(H-\varepsilon)\,(E_0-\varepsilon).$$
The levels of $\tilde H$ are therefore those of $H$ together with $E_0$.

```lean
/-- The secular determinant of the enlarged Hamiltonian is that of `H` times `E0 - ε`. -/
theorem det_shifted_ghostH (H : Matrix n n ℝ) (E0 ε : ℝ) :
    (shifted (ghostH H E0) ε).det = (shifted H ε).det * (E0 - ε) := by
  rw [shifted_ghostH, det_fromBlocks_zero₂₁]
  simp
```

Multiplying out gives $\tilde Hg=(0,E_0)=E_0\,g$ and $\tilde v\cdot g=v\cdot0+s\cdot1=s$. So $g$ is an eigenstate at $E_0$ with surface amplitude $s$, whatever $s$ is.

```lean
omit [DecidableEq n] in
/-- The extra state is an eigenstate of the enlarged Hamiltonian at energy `E0`, and its
overlap with the surface vector is `s`. -/
theorem ghost_level (H : Matrix n n ℝ) (v : n → ℝ) (E0 s : ℝ) :
    ghostH H E0 *ᵥ ghostState = E0 • ghostState ∧ ghostV v s ⬝ᵥ ghostState = s := by
  constructor
  · ext i
    rcases i with i | i <;>
      simp [ghostH, ghostState, mulVec, dotProduct, Fintype.sum_sum_type]
  · simp [ghostV, ghostState, dotProduct, Fintype.sum_sum_type]
```

## What the ghost adds to the response

Let $\varepsilon$ be neither a level of $H$ nor equal to $E_0$. Both blocks can then be inverted, and
$$\tilde R(\varepsilon)=\begin{pmatrix}v\\s\end{pmatrix}\cdot\begin{pmatrix}(H-\varepsilon)^{-1}&0\\0&(E_0-\varepsilon)^{-1}\end{pmatrix}\begin{pmatrix}v\\s\end{pmatrix}=R(\varepsilon)+\frac{s^2}{E_0-\varepsilon}.$$
In Lean, `hinv` verifies the block inverse by multiplying it with the shifted matrix, and the sums over `n ⊕ Unit` then split into the two terms.

```lean
/-- At an energy `ε` that is neither a level of `H` nor equal to `E0`, the extra state adds
exactly `s² / (E0 - ε)` to the surface response. -/
theorem ghost_response (H : Matrix n n ℝ) (v : n → ℝ) {E0 ε : ℝ} (s : ℝ)
    (hH : (shifted H ε).det ≠ 0) (hE : E0 ≠ ε) :
    surfaceResponse (ghostH H E0) (ghostV v s) ε =
      surfaceResponse H v ε + s ^ 2 / (E0 - ε) := by
  -- the two blocks are inverted separately
  have hinv : (shifted (ghostH H E0) ε)⁻¹ =
      fromBlocks (shifted H ε)⁻¹ 0 0 ((E0 - ε)⁻¹ • (1 : Matrix Unit Unit ℝ)) := by
    apply inv_eq_right_inv
    have h2 : ((E0 - ε) • (1 : Matrix Unit Unit ℝ)) * ((E0 - ε)⁻¹ • (1 : Matrix Unit Unit ℝ))
        = 1 := by
      rw [smul_mul_smul_comm, mul_inv_cancel₀ (sub_ne_zero.mpr hE), one_smul, one_mul]
    rw [shifted_ghostH, fromBlocks_multiply,
      mul_nonsing_inv _ (isUnit_iff_ne_zero.mpr hH), h2]
    simp
  unfold surfaceResponse
  rw [hinv]
  simp only [ghostV, dotProduct, mulVec, Fintype.sum_sum_type, Sum.elim_inl, Sum.elim_inr,
    fromBlocks_apply₁₁, fromBlocks_apply₁₂, fromBlocks_apply₂₁, fromBlocks_apply₂₂,
    Matrix.zero_apply, zero_mul, Finset.sum_const_zero, add_zero, zero_add,
    Matrix.smul_apply, Matrix.one_apply_eq, smul_eq_mul, mul_one,
    Finset.univ_unique, Finset.sum_singleton]
  ring
```

In the smallest case `n` is empty: $R=0$, and the ghost's term $s^2/(E_0-\varepsilon)$ is the entire response.

For a tolerance $d$, the change stays below $d$ exactly when
$$\frac{s^2}{|E_0-\varepsilon|}<d\iff s^2<d\,|E_0-\varepsilon| .$$

```lean
/-- Detection threshold: at an energy `ε` that is neither a level of `H` nor equal to `E0`, the
surface response changes by less than `d` exactly when `s² < d |E0 - ε|`. -/
theorem undetected_iff (H : Matrix n n ℝ) (v : n → ℝ) {E0 ε : ℝ} (s d : ℝ)
    (hH : (shifted H ε).det ≠ 0) (hE : E0 ≠ ε) :
    |surfaceResponse (ghostH H E0) (ghostV v s) ε - surfaceResponse H v ε| < d ↔
      s ^ 2 < d * |E0 - ε| := by
  rw [ghost_response H v s hH hE, add_sub_cancel_left, abs_div, abs_of_nonneg (sq_nonneg s),
    div_lt_iff₀ (abs_pos.mpr (sub_ne_zero.mpr hE))]
```

Read the other way, for $d>0$ a ghost of fixed amplitude $s$ changes the response by at least $d$ at those admissible energies that lie within $s^2/d$ of $E_0$.

## A ghost below every threshold

Now fix a finite set $T$ of test energies, none of them a level of $H$, an energy $E_0\notin T$ and a tolerance $d>0$. Each number $d\,|E_0-\varepsilon|$ with $\varepsilon\in T$ is positive. If $T$ is nonempty, any $s\neq0$ with
$$s^2<d\,\min_{\varepsilon\in T}|E_0-\varepsilon|$$
passes every test; if $T$ is empty, any $s\neq0$ will do.

The theorem states that such an $s$ exists, that $\tilde H$ is symmetric with the eigenstate $g$ at $E_0$, and that no test energy is a level of $\tilde H$. Symmetry of $H$ serves only to give symmetry of $\tilde H$. The amplitude is chosen after $T$, $E_0$ and $d$.

Instead of a minimum, Lean uses neighbourhoods of $s=0$. Each inequality holds for all $s$ near $0$ by continuity, `Filter.eventually_all_finset` combines the finitely many, and the punctured neighbourhood supplies a nonzero $s$.

```lean
/-- Let `H` be symmetric, let no energy of the finite test set `T` be a level of `H`, let `E0` lie
outside `T`, and let `d > 0`. Some `s ≠ 0` gives a symmetric enlarged Hamiltonian with a level at
`E0` of surface amplitude `s`, which has no level in `T` and whose surface response differs from
the original by less than `d` at every test energy. -/
theorem sampling_cannot_exclude_ghosts (H : Matrix n n ℝ) (hH : H.IsSymm) (v : n → ℝ)
    (T : Finset ℝ) (hT : ∀ ε ∈ T, (shifted H ε).det ≠ 0) {E0 d : ℝ} (hE : E0 ∉ T)
    (hd : 0 < d) :
    ∃ s : ℝ, s ≠ 0 ∧ (ghostH H E0).IsSymm ∧
      ghostH H E0 *ᵥ ghostState = E0 • ghostState ∧ ghostV v s ⬝ᵥ ghostState = s ∧
      ∀ ε ∈ T, (shifted (ghostH H E0) ε).det ≠ 0 ∧
        |surfaceResponse (ghostH H E0) (ghostV v s) ε - surfaceResponse H v ε| < d := by
  have hne : ∀ ε ∈ T, E0 ≠ ε := fun ε hε h => hE (h ▸ hε)
  -- for every sufficiently small amplitude `s`, `s ^ 2` is below all the finitely many thresholds
  have hsmall : ∀ᶠ s : ℝ in 𝓝 0, ∀ ε ∈ T, s ^ 2 < d * |E0 - ε| := by
    refine (Filter.eventually_all_finset T).2 fun ε hε => ?_
    have hpos : 0 < d * |E0 - ε| := mul_pos hd (abs_pos.mpr (sub_ne_zero.mpr (hne ε hε)))
    have hc : ContinuousAt (fun s : ℝ => s ^ 2) 0 := (continuous_pow 2).continuousAt
    exact hc.eventually_lt continuousAt_const (by simpa using hpos)
  obtain ⟨s, hs, hs0⟩ :=
    ((hsmall.filter_mono nhdsWithin_le_nhds).and
      (self_mem_nhdsWithin : {(0 : ℝ)}ᶜ ∈ 𝓝[≠] (0 : ℝ))).exists
  refine ⟨s, hs0, ?_, (ghost_level H v E0 s).1, (ghost_level H v E0 s).2, fun ε hε => ⟨?_, ?_⟩⟩
  · unfold Matrix.IsSymm ghostH
    rw [fromBlocks_transpose, hH.eq]
    simp
  · rw [det_shifted_ghostH]
    exact mul_ne_zero (hT ε hε) (sub_ne_zero.mpr (hne ε hε))
  · exact (undetected_iff H v s d (hT ε hε) (hne ε hε)).2 (hs ε hε)
```

For pseudopotential testing, this means that in the finite, orthonormal model with a decoupled ghost, agreement on an energy mesh limits the surface amplitude of a ghost at a given energy but does not rule the ghost out.

## The same for logarithmic derivatives

Where $R(\varepsilon)\neq0$, the new logarithmic derivative is
$$\tilde D(\varepsilon)=\frac{2}{R(\varepsilon)+s^2/(E_0-\varepsilon)}\;\longrightarrow\;\frac{2}{R(\varepsilon)}=D(\varepsilon)\qquad(s\to0).$$
For small $s$ the denominator stays nonzero and $|\tilde D-D|<d$. Finitely many such conditions again hold together for some $s\neq0$. Where $R(\varepsilon)=0$, the original $D$ has no value, and the theorem says only that $\varepsilon$ is not a level of $\tilde H$.

The proof treats these two cases with `by_cases`; `hc` and `hl` are the continuity of the denominator and of $|\tilde D-D|$ at $s=0$.

```lean
/-- Let no energy of the finite test set `T` be a level of `H`, let `E0` lie outside `T`, and let
`d > 0`. Some `s ≠ 0` gives an enlarged Hamiltonian without levels in `T` whose logarithmic
derivative is defined and changed by less than `d` at each test energy where the original surface
response is nonzero. -/
theorem logDerivative_cannot_exclude_ghosts (H : Matrix n n ℝ) (v : n → ℝ)
    (T : Finset ℝ) (hT : ∀ ε ∈ T, (shifted H ε).det ≠ 0) {E0 d : ℝ} (hE : E0 ∉ T)
    (hd : 0 < d) :
    ∃ s : ℝ, s ≠ 0 ∧ ∀ ε ∈ T, (shifted (ghostH H E0) ε).det ≠ 0 ∧
      (surfaceResponse H v ε ≠ 0 →
        surfaceResponse (ghostH H E0) (ghostV v s) ε ≠ 0 ∧
        |logDerivative (ghostH H E0) (ghostV v s) ε - logDerivative H v ε| < d) := by
  have hne : ∀ ε ∈ T, E0 ≠ ε := fun ε hε h => hE (h ▸ hε)
  have hsmall : ∀ᶠ s : ℝ in 𝓝 0, ∀ ε ∈ T, surfaceResponse H v ε ≠ 0 →
      surfaceResponse (ghostH H E0) (ghostV v s) ε ≠ 0 ∧
      |logDerivative (ghostH H E0) (ghostV v s) ε - logDerivative H v ε| < d := by
    refine (Filter.eventually_all_finset T).2 fun ε hε => ?_
    by_cases hR : surfaceResponse H v ε = 0
    · exact Filter.Eventually.of_forall fun s h => absurd hR h
    -- for nonzero original response, the denominator and the change are continuous at `s = 0`
    have hc : ContinuousAt (fun s : ℝ => surfaceResponse H v ε + s ^ 2 / (E0 - ε)) 0 :=
      (continuous_const.add ((continuous_pow 2).div_const _)).continuousAt
    have h0 : surfaceResponse H v ε + (0 : ℝ) ^ 2 / (E0 - ε) ≠ 0 := by simpa using hR
    have hl : ContinuousAt (fun s : ℝ => |2 / (surfaceResponse H v ε + s ^ 2 / (E0 - ε)) -
        2 / surfaceResponse H v ε|) 0 :=
      ((continuousAt_const.div hc h0).sub continuousAt_const).abs
    have hlt := hl.eventually_lt (continuousAt_const (y := d)) (by simpa using hd)
    filter_upwards [hc.eventually_ne h0, hlt] with s h1 h2 _
    unfold logDerivative
    rw [ghost_response H v s (hT ε hε) (hne ε hε)]
    exact ⟨h1, h2⟩
  obtain ⟨s, hs, hs0⟩ :=
    ((hsmall.filter_mono nhdsWithin_le_nhds).and
      (self_mem_nhdsWithin : {(0 : ℝ)}ᶜ ∈ 𝓝[≠] (0 : ℝ))).exists
  refine ⟨s, hs0, fun ε hε => ⟨?_, hs ε hε⟩⟩
  rw [det_shifted_ghostH]
  exact mul_ne_zero (hT ε hε) (sub_ne_zero.mpr (hne ε hε))

end

end GhostTransferability
```

```lean
#print axioms GhostTransferability.sampling_cannot_exclude_ghosts
#print axioms GhostTransferability.logDerivative_cannot_exclude_ghosts
```

```
'GhostTransferability.sampling_cannot_exclude_ghosts' depends on axioms: [propext, Classical.choice, Quot.sound]
'GhostTransferability.logDerivative_cannot_exclude_ghosts' depends on axioms: [propext, Classical.choice, Quot.sound]
```

## One state and two test energies

Take $H=(1)$, $v=(1)$, $T=\{0,3\}$, $E_0=2$ and $d=0.01$. Then $R(0)=1$ and $R(3)=-0.5$. The thresholds for $s^2$ are $0.02$ and $0.01$.

With $s=0.05$, so $s^2=0.0025$, the response changes by $0.00125$ at $\varepsilon=0$ and by $-0.0025$ at $\varepsilon=3$. Both pass. At $\varepsilon=1.99$, which was not sampled, the change is $0.25$.

The logarithmic derivative is more sensitive here: at $\varepsilon=3$ it moves from $-4$ to about $-3.980$, which exceeds the tolerance. With $s=0.03$ it moves to about $-3.993$, and at $\varepsilon=0$ from $2$ to about $1.999$, so both logarithmic derivatives pass as well.
